# Induced moments slaved to robust ones renormalize the exchange matrix in a quadratic spin model

Moments are modelled here as real vectors over finite index sets, where one index may stand for a site together with a spin component. Robust moments x and induced moments y have separate index sets, so the coupling between them may be rectangular. No fixed length is imposed on either kind.

## Energy and slaved moments

```lean
import Mathlib

open Matrix

namespace InducedMoments

noncomputable section

variable {m n : Type*} [Fintype m] [Fintype n] [DecidableEq m]
```

The induced moments are indexed by `m`, the robust ones by `n`; both types are finite.

```lean
/-- Energy of robust moments `x` and induced moments `y`, with stiffness `K` of the induced
moments, exchange `A` among the robust ones and coupling `C` between the two kinds. -/
def energy (K : Matrix m m ℝ) (A : Matrix n n ℝ) (C : Matrix m n ℝ)
    (x : n → ℝ) (y : m → ℝ) : ℝ :=
  (y ⬝ᵥ K *ᵥ y) / 2 - y ⬝ᵥ C *ᵥ x - (x ⬝ᵥ A *ᵥ x) / 2
```

Here `⬝ᵥ` is the dot product and `*ᵥ` applies a matrix to a vector:

E(x,y) = y·Ky/2 − y·Cx − x·Ax/2

K is the cost of inducing moments, A the exchange among robust moments, and Cx the exchange field on the induced ones. With this sign and a symmetric A, a positive off-diagonal entry of A favours equal signs of the two components that it couples. For the same spin component on two sites, that is parallel alignment.

```lean
/-- The induced moments `K⁻¹ C x` slaved to the robust moments `x`, for invertible `K`. -/
def slaved (K : Matrix m m ℝ) (C : Matrix m n ℝ) (x : n → ℝ) : m → ℝ :=
  K⁻¹ *ᵥ (C *ᵥ x)
```

This defines y₀ = K⁻¹Cx, the induced moments that follow x.

```lean
/-- The renormalized exchange matrix `A + Cᵀ K⁻¹ C`, for invertible `K`. -/
def effExchange (K : Matrix m m ℝ) (A : Matrix n n ℝ) (C : Matrix m n ℝ) : Matrix n n ℝ :=
  A + Cᵀ * K⁻¹ * C
```

This defines A_eff = A + CᵀK⁻¹C.

```lean
omit [Fintype m] [DecidableEq m] in
/-- A positive definite real stiffness matrix is symmetric. -/
theorem stiffness_symm {K : Matrix m m ℝ} (hK : K.PosDef) : Kᵀ = K := by
  have h := hK.1
  rwa [Matrix.IsHermitian, Matrix.conjTranspose_eq_transpose_of_trivial] at h
```

The hypothesis `hK : K.PosDef` says that K is symmetric and that d·Kd > 0 for every d ≠ 0. Physically, the induced moments vanish when no field acts on them. The lemma extracts the symmetry, since conjugation does nothing to real entries.

```lean
/-- For positive definite stiffness, the restoring field on the slaved moments balances the
exchange field of the robust moments. -/
theorem slaved_balance {K : Matrix m m ℝ} (hK : K.PosDef) (C : Matrix m n ℝ) (x : n → ℝ) :
    K *ᵥ slaved K C x = C *ᵥ x := by
  have hu : IsUnit K.det := isUnit_iff_ne_zero.mpr hK.det_pos.ne'
  rw [slaved, Matrix.mulVec_mulVec, Matrix.mul_nonsing_inv _ hu, Matrix.one_mulVec]
```

A positive definite K has positive determinant, hence an inverse, and

Ky₀ = KK⁻¹Cx = Cx.

This is the stationarity condition ∂E/∂y = Ky − Cx = 0.

## Completing the square

```lean
/-- The renormalized exchange form is the bare one plus the overlap of the exchange field
with the slaved moments. -/
theorem effExchange_form (K : Matrix m m ℝ) (A : Matrix n n ℝ) (C : Matrix m n ℝ)
    (x : n → ℝ) :
    x ⬝ᵥ effExchange K A C *ᵥ x = x ⬝ᵥ A *ᵥ x + (C *ᵥ x) ⬝ᵥ slaved K C x := by
  rw [effExchange, slaved, Matrix.add_mulVec, dotProduct_add, ← Matrix.mulVec_mulVec,
    ← Matrix.mulVec_mulVec, Matrix.dotProduct_mulVec x Cᵀ, Matrix.vecMul_transpose]
```

Moving Cᵀ to the other side of the dot product gives

x·A_eff x = x·Ax + (Cx)·y₀.

```lean
/-- For positive definite stiffness, the energy is the renormalized exchange energy plus the
elastic cost of deviating from the slaved moments. -/
theorem energy_eq_square {K : Matrix m m ℝ} (hK : K.PosDef) (A : Matrix n n ℝ)
    (C : Matrix m n ℝ) (x : n → ℝ) (y : m → ℝ) :
    energy K A C x y = -(x ⬝ᵥ effExchange K A C *ᵥ x) / 2
      + ((y - slaved K C x) ⬝ᵥ K *ᵥ (y - slaved K C x)) / 2 := by
  -- symmetry of K makes the two cross terms equal
  have hcross : slaved K C x ⬝ᵥ K *ᵥ y = y ⬝ᵥ C *ᵥ x := by
    rw [Matrix.dotProduct_mulVec, ← Matrix.mulVec_transpose, stiffness_symm hK,
      slaved_balance hK]
    exact dotProduct_comm _ _
  have hcomm := dotProduct_comm (slaved K C x) (C *ᵥ x)
  rw [effExchange_form, energy]
  simp only [Matrix.mulVec_sub, dotProduct_sub, sub_dotProduct, slaved_balance hK, hcross]
  linarith
```

By hand, expand the square using Ky₀ = Cx and the symmetry of K, which gives y₀·Ky = y·Cx (`hcross` in the code):

(y − y₀)·K(y − y₀) = y·Ky − 2 y·Cx + y₀·Cx

Take half of this and subtract x·A_eff x/2, written out as above. The terms in y₀·Cx cancel, leaving

E(x,y) = −x·A_eff x/2 + (y − y₀)·K(y − y₀)/2.

In Lean, `simp only` expands the products and `linarith` collects them.

```lean
/-- For positive definite stiffness and any fixed robust moments, the slaved moments have
energy given by the renormalized exchange, and all other induced moments cost more. -/
theorem slaved_unique_minimizer {K : Matrix m m ℝ} (hK : K.PosDef) (A : Matrix n n ℝ)
    (C : Matrix m n ℝ) (x : n → ℝ) :
    energy K A C x (slaved K C x) = -(x ⬝ᵥ effExchange K A C *ᵥ x) / 2 ∧
      ∀ y, y ≠ slaved K C x →
        -(x ⬝ᵥ effExchange K A C *ᵥ x) / 2 < energy K A C x y := by
  constructor
  · rw [energy_eq_square hK, sub_self, zero_dotProduct]
    ring
  · intro y hy
    have h := hK.dotProduct_mulVec_pos (sub_ne_zero.mpr hy)
    rw [star_trivial] at h
    rw [energy_eq_square hK]
    linarith
```

At y = y₀ the square vanishes, so the energy is −x·A_eff x/2. For any other y, positive definiteness makes the square strictly positive. Thus y₀ is the unique minimizer for each fixed x. Symmetry of A plays no part here.

For one moment of each kind, take K = 4, A = 1, C = 2 and x = 3. Then y₀ = 6/4 = 1.5 and A_eff = 1 + 4/4 = 2, so the minimum is −2·9/2 = −9. Directly, E(3, 1.5) = 4.5 − 9 − 4.5 = −9, while E(3, 2) = 8 − 12 − 4.5 = −8.5.

```lean
/-- For positive definite stiffness, induced moments never decrease the exchange form, and
they leave it unchanged exactly when their exchange field `C x` vanishes. -/
theorem exchange_enhanced {K : Matrix m m ℝ} (hK : K.PosDef) (A : Matrix n n ℝ)
    (C : Matrix m n ℝ) (x : n → ℝ) :
    x ⬝ᵥ A *ᵥ x ≤ x ⬝ᵥ effExchange K A C *ᵥ x ∧
      (x ⬝ᵥ effExchange K A C *ᵥ x = x ⬝ᵥ A *ᵥ x ↔ C *ᵥ x = 0) := by
  rw [effExchange_form]
  by_cases h : C *ᵥ x = 0
  · simp [h]
  · -- a nonzero field induces a nonzero moment, which stores positive energy
    have hs : slaved K C x ≠ 0 := by
      intro h0
      apply h
      rw [← slaved_balance hK, h0, Matrix.mulVec_zero]
    have hp := hK.dotProduct_mulVec_pos hs
    rw [star_trivial, slaved_balance hK, dotProduct_comm] at hp
    exact ⟨by linarith, fun e => by linarith, fun e => absurd e h⟩
```

The gain in the exchange form is

x·A_eff x − x·Ax = (Cx)·y₀ = y₀·Ky₀ ≥ 0.

It is zero exactly when y₀ = 0, which by Ky₀ = Cx means Cx = 0. The proof splits on whether Cx vanishes. Single couplings can still decrease: for one induced and two robust moments with K = 1 and C = (1, −1), both off-diagonal entries of A_eff are lower by 1 than those of A.

## The effective matrix and its modes

```lean
/-- Two symmetric exchange matrices with the same energy for all moments are equal. -/
theorem exchange_ext [DecidableEq n] {S T : Matrix n n ℝ} (hS : S.IsSymm) (hT : T.IsSymm)
    (h : ∀ x : n → ℝ, x ⬝ᵥ S *ᵥ x = x ⬝ᵥ T *ᵥ x) : S = T := by
  have e : ∀ (M : Matrix n n ℝ) (i j : n),
      (Pi.single i 1 : n → ℝ) ⬝ᵥ M *ᵥ (Pi.single j 1 : n → ℝ) = M i j := by
    intro M i j
    simp
  ext i j
  -- polarization: excite sites i and j together and separately
  have h1 := h (Pi.single i 1 + Pi.single j 1)
  have h2 := h (Pi.single i 1)
  have h3 := h (Pi.single j 1)
  simp only [Matrix.mulVec_add, dotProduct_add, add_dotProduct, e] at h1 h2 h3
  have h4 := hS.apply i j
  have h5 := hT.apply i j
  linarith
```

Let eᵢ be the unit vector at index i. For symmetric S,

(eᵢ + eⱼ)·S(eᵢ + eⱼ) − eᵢ·Seᵢ − eⱼ·Seⱼ = 2Sᵢⱼ.

Equal quadratic forms therefore give equal entries.

```lean
/-- For positive definite stiffness and symmetric bare exchange, a symmetric matrix `B` gives
the minimum energy for all robust moments exactly when it is the renormalized exchange. -/
theorem effExchange_unique [DecidableEq n] {K : Matrix m m ℝ} (hK : K.PosDef)
    {A B : Matrix n n ℝ} (hA : A.IsSymm) (hB : B.IsSymm) (C : Matrix m n ℝ) :
    (∀ x, IsLeast (Set.range (energy K A C x)) (-(x ⬝ᵥ B *ᵥ x) / 2)) ↔
      B = effExchange K A C := by
  have hE : (effExchange K A C).IsSymm := by
    unfold Matrix.IsSymm effExchange
    rw [Matrix.transpose_add, Matrix.transpose_mul, Matrix.transpose_mul,
      Matrix.transpose_transpose, Matrix.transpose_nonsing_inv, stiffness_symm hK, hA.eq,
      Matrix.mul_assoc]
  have hmin : ∀ x, IsLeast (Set.range (energy K A C x))
      (-(x ⬝ᵥ effExchange K A C *ᵥ x) / 2) := by
    intro x
    obtain ⟨h1, h2⟩ := slaved_unique_minimizer hK A C x
    refine ⟨⟨slaved K C x, h1⟩, ?_⟩
    rintro _ ⟨y, rfl⟩
    by_cases hy : y = slaved K C x
    · rw [hy, h1]
    · exact (h2 y hy).le
  constructor
  · intro h
    refine exchange_ext hB hE fun x => ?_
    have := (h x).unique (hmin x)
    linarith
  · rintro rfl
    exact hmin
```

`IsLeast (Set.range …)` says that the value is attained by some y and is a lower bound for all y. If a symmetric B gives the minimum for every x, its quadratic form equals that of A_eff. Since A and K are symmetric, so is A_eff, and the previous theorem gives B = A_eff. The converse is the minimization already proved.

Without symmetry of A this fails: take C = 0 and A with rows (0, 1) and (−1, 0). Then x·Ax = 0 for all x, so B = 0 gives the right minimum, yet A_eff = A ≠ 0.

```lean
/-- For positive definite stiffness, a nonzero mode shared by `K`, `A`, `C` and `Cᵀ` with
eigenvalues `k`, `a`, `c` and `c` has `k > 0` and renormalized exchange `a + c² / k`. -/
theorem effExchange_mode [DecidableEq n] {K A C : Matrix n n ℝ} (hK : K.PosDef)
    {x : n → ℝ} (hx : x ≠ 0) {k a c : ℝ} (hk : K *ᵥ x = k • x) (ha : A *ᵥ x = a • x)
    (hc : C *ᵥ x = c • x) (hct : Cᵀ *ᵥ x = c • x) :
    0 < k ∧ effExchange K A C *ᵥ x = (a + c ^ 2 / k) • x := by
  have hpos : 0 < k := by
    have h := hK.dotProduct_mulVec_pos hx
    rw [star_trivial, hk, dotProduct_smul, smul_eq_mul] at h
    have hxx : 0 ≤ x ⬝ᵥ x := Finset.sum_nonneg fun i _ => mul_self_nonneg (x i)
    by_contra hneg
    nlinarith
  refine ⟨hpos, ?_⟩
  -- the inverse stiffness acts on the mode as 1 / k
  have hu : IsUnit K.det := isUnit_iff_ne_zero.mpr hK.det_pos.ne'
  have h : K⁻¹ *ᵥ (K *ᵥ x) = x := by
    rw [Matrix.mulVec_mulVec, Matrix.nonsing_inv_mul _ hu, Matrix.one_mulVec]
  rw [hk, Matrix.mulVec_smul] at h
  have hinv : K⁻¹ *ᵥ x = k⁻¹ • x := (eq_inv_smul_iff₀ hpos.ne').mpr h
  rw [effExchange, Matrix.add_mulVec, ← Matrix.mulVec_mulVec, ← Matrix.mulVec_mulVec, hc,
    Matrix.mulVec_smul, hinv, Matrix.mulVec_smul, Matrix.mulVec_smul, hct, ha]
  ext i
  simp only [Pi.add_apply, Pi.smul_apply, smul_eq_mul]
  ring

end

end InducedMoments
```

Here both kinds of moment share one index set. From x·Kx = k x·x > 0 follows k > 0, and then K⁻¹x = x/k. Hence

A_eff x = ax + CᵀK⁻¹(cx) = (a + c²/k)x.

In this finite, classical, quadratic model with positive definite K, a search for the lowest energy under a constraint on x alone, such as fixed lengths of the robust moments, can keep only the robust moments and use A_eff. Without a constraint there is no lowest energy if x·A_eff x > 0 for some x, since scaling up that x lowers the energy without bound. If spiral modes are shared eigenvectors as assumed, their energies at equal x·x can be compared through a + c²/k, the larger value giving the lower energy. Which wavevector wins depends on the matrices supplied.

```lean
#print axioms InducedMoments.slaved_unique_minimizer
-- 'InducedMoments.slaved_unique_minimizer' depends on axioms: [propext, Classical.choice, Quot.sound]
#print axioms InducedMoments.exchange_enhanced
-- 'InducedMoments.exchange_enhanced' depends on axioms: [propext, Classical.choice, Quot.sound]
#print axioms InducedMoments.effExchange_unique
-- 'InducedMoments.effExchange_unique' depends on axioms: [propext, Classical.choice, Quot.sound]
#print axioms InducedMoments.effExchange_mode
-- 'InducedMoments.effExchange_mode' depends on axioms: [propext, Classical.choice, Quot.sound]
```
